# A normalised, continuously differentiable s-wave that vanishes at the wall of a finite ball has total energy above $-Z^2/2$ hartree in the field of a point charge $Z$ at the centre

An electron near a positive point charge $Z$ lowers its potential energy by moving closer and pays for it in kinetic energy, and the problem is to bound the total from below. Here the electron is in an s-wave inside a ball of radius $R$, and its state is described by two real functions of the distance $r$: the radial factor $f$ and a second function $f'$, tied to $f$ by the condition that it is its derivative. The kinetic energy is then an integral of $f'^2$, and no second derivative is needed.

Atomic units are used throughout. The wavefunction is $\psi(\mathbf r)=f(r)/\sqrt{4\pi}$, so that $\int r^2f^2\,dr=1$ means that $\psi$ is normalised.

In Lean 4 with Mathlib:

```lean
import Mathlib

open Set intervalIntegral

namespace CoulombStabilitySWave

noncomputable section
```

## The radial function and its energy

The condition on the pair is that $f$ has derivative $f'(r)$ at every $r\in[0,R]$, one-sided at the two ends, and that $f'$ is continuous there. Nothing forces $f'(0)=0$, so a cusp at the nucleus is allowed.

```lean
/-- The radial function `f` is continuously differentiable on `[0, R]` with derivative `f'`
(one-sided at the ends). -/
def IsC1Radial (R : ℝ) (f f' : ℝ → ℝ) : Prop :=
  (∀ r ∈ Icc 0 R, HasDerivWithinAt f (f' r) (Icc 0 R) r) ∧ ContinuousOn f' (Icc 0 R)
```

The angular integration gives $4\pi$, which cancels the factor in $\psi$. What remains of the squared norm is

$$N=\int_0^R r^2f^2\,dr .$$

```lean
/-- The squared norm of an s-wave in a ball of radius `R`, without the angular factor. -/
def radialNorm (R : ℝ) (f : ℝ → ℝ) : ℝ := ∫ r in (0 : ℝ)..R, r ^ 2 * f r ^ 2
```

For an s-wave the gradient of $\psi$ is purely radial, so the kinetic energy is

$$T=\tfrac12\int_0^R r^2f'^2\,dr .$$

```lean
/-- The kinetic energy integral of an s-wave with radial derivative `f'`, in atomic units. It is the
expectation value when the squared norm is 1. -/
def kinetic (R : ℝ) (f' : ℝ → ℝ) : ℝ := 1 / 2 * ∫ r in (0 : ℝ)..R, r ^ 2 * f' r ^ 2
```

Weighting the density $r^2f^2$ with $1/r$ gives

$$D=\int_0^R r f^2\,dr .$$

Despite its name, `inverseDistance` is the mean $\langle 1/r\rangle$ only when $N=1$; in general the mean is $D/N$.

```lean
/-- The integral of `1/r` against the radial density `r² f²`, written as that of `r f²`. -/
def inverseDistance (R : ℝ) (f : ℝ → ℝ) : ℝ := ∫ r in (0 : ℝ)..R, r * f r ^ 2
```

The potential energy of the electron at distance $r$ is $-Z/r$, so the energy is $E=T-ZD$. It too is unnormalised, and the expectation value is $E/N$.

```lean
/-- The energy integral of an s-wave in the Coulomb field of a charge `Z`, in atomic units. It is
the expectation value when the squared norm is 1. -/
def energy (Z R : ℝ) (f f' : ℝ → ℝ) : ℝ := kinetic R f' - Z * inverseDistance R f
```

## From the derivative of $(rf)^2$ to a complete square

A differentiable $f$ is continuous, which makes all the integrands below continuous on $[0,R]$.

```lean
variable {R : ℝ} {f f' : ℝ → ℝ}

/-- A continuously differentiable radial function is continuous on `[0, R]`. -/
theorem IsC1Radial.continuousOn (h : IsC1Radial R f f') : ContinuousOn f (Icc 0 R) :=
  fun r hr => (h.1 r hr).continuousWithinAt
```

The product rule gives

$$\frac{d}{dr}(rf)^2=2r^2ff'+2rf^2 .$$

Integrating from $0$ to $R$, where the lower end contributes nothing, yields

$$2\int_0^R r^2ff'\,dr=R^2f(R)^2-2D .$$

In the proof, `key` is the integrated product rule, obtained from the fundamental theorem of calculus with the derivative taken at interior points.

```lean
/-- Radial integration by parts for a continuously differentiable `f`: twice the integral of
`r² f f'` is a boundary term minus twice the integral of `r f²`. -/
theorem radial_by_parts (hR : 0 ≤ R) (h : IsC1Radial R f f') :
    2 * ∫ r in (0 : ℝ)..R, r ^ 2 * (f r * f' r) =
      R ^ 2 * f R ^ 2 - 2 * inverseDistance R f := by
  have hc := h.continuousOn
  have hc' := h.2
  have i1 : IntervalIntegrable (fun r => 2 * (r ^ 2 * (f r * f' r))) MeasureTheory.volume 0 R :=
    ContinuousOn.intervalIntegrable_of_Icc hR (by fun_prop)
  have i2 : IntervalIntegrable (fun r => 2 * (r * f r ^ 2)) MeasureTheory.volume 0 R :=
    ContinuousOn.intervalIntegrable_of_Icc hR (by fun_prop)
  -- integrate the derivative of `(r f)²`
  have key : ∫ r in (0 : ℝ)..R, (2 * (r ^ 2 * (f r * f' r)) + 2 * (r * f r ^ 2)) =
      (R * f R) * (R * f R) - (0 * f 0) * (0 * f 0) := by
    refine integral_eq_sub_of_hasDerivAt_of_le (f := fun r => (r * f r) * (r * f r)) hR
      (by fun_prop) (fun r hr => ?_) (i1.add i2)
    have hd := (h.1 r (Ioo_subset_Icc_self hr)).hasDerivAt (Icc_mem_nhds hr.1 hr.2)
    have hu := (hasDerivAt_id' r).fun_mul hd
    exact (hu.fun_mul hu).congr_deriv (by ring)
  rw [integral_add i1 i2, integral_const_mul, integral_const_mul] at key
  unfold inverseDistance
  linear_combination key
```

Now expand the square:

$$\tfrac12\int_0^R r^2(f'+Zf)^2\,dr=T+Z\int_0^R r^2ff'\,dr+\tfrac{Z^2}{2}N .$$

Replacing the middle integral by $\tfrac12R^2f(R)^2-D$ and solving for $E=T-ZD$ gives

$$E=-\tfrac{Z^2}{2}N+\tfrac12\int_0^R r^2(f'+Zf)^2\,dr-\tfrac Z2R^2f(R)^2 .$$

This is an identity for every real $Z$ and every $R\ge 0$, with no condition at the wall. The expansion is `hs`, and the last line inserts the integration by parts with the factor $-Z/2$.

```lean
/-- Completing the square, for a continuously differentiable `f`: the energy integral is `-Z²/2`
times the squared norm, plus a nonnegative integral, minus a boundary term. -/
theorem energy_identity (Z : ℝ) (hR : 0 ≤ R) (h : IsC1Radial R f f') :
    energy Z R f f' = -Z ^ 2 / 2 * radialNorm R f
      + 1 / 2 * (∫ r in (0 : ℝ)..R, r ^ 2 * (f' r + Z * f r) ^ 2)
      - Z / 2 * (R ^ 2 * f R ^ 2) := by
  have hc := h.continuousOn
  have hc' := h.2
  have int : ∀ g : ℝ → ℝ, ContinuousOn g (Icc 0 R) →
      IntervalIntegrable g MeasureTheory.volume 0 R :=
    fun g hg => ContinuousOn.intervalIntegrable_of_Icc hR hg
  have i1 := int (fun r => r ^ 2 * f' r ^ 2) (by fun_prop)
  have i2 := int (fun r => 2 * Z * (r ^ 2 * (f r * f' r))) (by fun_prop)
  have i3 := int (fun r => Z ^ 2 * (r ^ 2 * f r ^ 2)) (by fun_prop)
  have i12 := int (fun r => r ^ 2 * f' r ^ 2 + 2 * Z * (r ^ 2 * (f r * f' r))) (by fun_prop)
  have hs : (fun r => r ^ 2 * (f' r + Z * f r) ^ 2) = fun r =>
      r ^ 2 * f' r ^ 2 + 2 * Z * (r ^ 2 * (f r * f' r)) + Z ^ 2 * (r ^ 2 * f r ^ 2) := by
    funext r
    ring
  rw [hs, integral_add i12 i3, integral_add i1 i2, integral_const_mul, integral_const_mul]
  have hp := radial_by_parts hR h
  unfold energy kinetic radialNorm
  linear_combination (-Z / 2) * hp
```

## The lower bound

Let $f(R)=0$ and $N=1$. The first condition stands for an impenetrable wall, at which the wavefunction must go continuously to zero. The boundary term disappears, the integral of the square is nonnegative, and

$$E\ge-\tfrac{Z^2}{2}.$$

The theorem holds for any real $Z$; an attractive nucleus is the case $Z>0$. For one electron and one fixed nucleus, this gives a floor for variational energies computed with smooth radial functions that vanish at a wall. It says nothing about the stability of many interacting electrons and nuclei. The step left open between this model and the hydrogen-like atom is the extension from such s-waves to arbitrary finite-energy wavefunctions in all of space.

```lean
/-- Coulomb stability for s-waves: a normalised, continuously differentiable radial function that
vanishes at the wall `R` has energy at least `-Z²/2`. -/
theorem coulomb_stability (Z : ℝ) (hR : 0 ≤ R) (h : IsC1Radial R f f') (hfR : f R = 0)
    (hN : radialNorm R f = 1) : -Z ^ 2 / 2 ≤ energy Z R f f' := by
  have hpos : 0 ≤ ∫ r in (0 : ℝ)..R, r ^ 2 * (f' r + Z * f r) ^ 2 :=
    integral_nonneg hR fun r _ => by positivity
  rw [energy_identity Z hR h, hN, hfR]
  linarith
```

The inequality is strict. Normalisation excludes $R=0$, where $N=0$. If the integral of the square were not positive, its continuous, nonnegative integrand would vanish everywhere, so $f'=-Zf$ for $0<r<R$. Then

$$\frac{d}{dr}\left(e^{Zr}f\right)=e^{Zr}(f'+Zf)=0 ,$$

and integrating from any $x\in[0,R]$ to the wall gives $e^{Zx}f(x)=e^{ZR}f(R)=0$. Hence $f=0$ on the whole interval and $N=0$, which contradicts $N=1$. In the proof, `hz` is the vanishing of $f$ and `hN0` the resulting zero norm.

```lean
/-- In a finite ball the bound is never attained: a normalised, continuously differentiable radial
function that vanishes at the wall has energy strictly above `-Z²/2`. -/
theorem coulomb_stability_strict (Z : ℝ) (hR : 0 ≤ R) (h : IsC1Radial R f f') (hfR : f R = 0)
    (hN : radialNorm R f = 1) : -Z ^ 2 / 2 < energy Z R f f' := by
  have hc := h.continuousOn
  have hc' := h.2
  have hR' : 0 < R := by
    rcases hR.lt_or_eq with h0 | h0
    · exact h0
    · rw [← h0] at hN
      simp [radialNorm] at hN
  have hpos : 0 < ∫ r in (0 : ℝ)..R, r ^ 2 * (f' r + Z * f r) ^ 2 := by
    refine integral_pos hR' (by fun_prop) (fun r _ => by positivity) ?_
    by_contra hno
    -- otherwise `f' = -Z f`, so `exp (Z r) f` is constant and vanishes at the wall
    have hz : ∀ x ∈ Icc 0 R, f x = 0 := by
      intro x hx
      have key : ∫ _r in x..R, (0 : ℝ) = Real.exp (Z * R) * f R - Real.exp (Z * x) * f x := by
        refine integral_eq_sub_of_hasDerivAt_of_le (f := fun r => Real.exp (Z * r) * f r) hx.2
          (ContinuousOn.mono (s := Icc 0 R) (by fun_prop) (Icc_subset_Icc_left hx.1))
          (fun r hr => ?_) (by simp)
        have hr0 : 0 < r := lt_of_le_of_lt hx.1 hr.1
        have hode : f' r + Z * f r = 0 := by
          by_contra hne
          exact hno ⟨r, ⟨hr0.le, hr.2.le⟩, mul_pos (pow_pos hr0 2)
            (lt_of_le_of_ne (sq_nonneg _) (Ne.symm (pow_ne_zero 2 hne)))⟩
        have hd := (h.1 r ⟨hr0.le, hr.2.le⟩).hasDerivAt (Icc_mem_nhds hr0 hr.2)
        have he := ((hasDerivAt_id' r).const_mul Z).exp
        exact (he.fun_mul hd).congr_deriv (by linear_combination Real.exp (Z * r) * hode)
      rw [intervalIntegral.integral_zero, hfR] at key
      have h0 : Real.exp (Z * x) * f x = 0 := by linarith
      exact (mul_eq_zero.mp h0).resolve_left (Real.exp_ne_zero _)
    have hN0 : radialNorm R f = ∫ _r in (0 : ℝ)..R, (0 : ℝ) :=
      integral_congr fun r hr => by
        rw [uIcc_of_le hR] at hr
        simp [hz r hr]
    rw [intervalIntegral.integral_zero, hN] at hN0
    exact one_ne_zero hN0
  rw [energy_identity Z hR h, hN, hfR]
  linarith
```

## Kinetic energy against mean inverse distance

Since $Z$ is free, it may be set equal to the number $D$, which is $\langle 1/r\rangle$ for a normalised state. The strict bound becomes $-D^2/2<T-D^2$, that is,

$$\langle 1/r\rangle^2<2T=\langle p^2\rangle ,$$

where $p$ is the momentum. An s-wave of this kind can be concentrated near the origin only if its kinetic energy is correspondingly large.

```lean
/-- Uncertainty relation: for a normalised, continuously differentiable s-wave that vanishes at the
wall, the squared mean inverse distance is less than twice the kinetic energy. -/
theorem inverseDistance_sq_lt (hR : 0 ≤ R) (h : IsC1Radial R f f') (hfR : f R = 0)
    (hN : radialNorm R f = 1) : inverseDistance R f ^ 2 < 2 * kinetic R f' := by
  have hs := coulomb_stability_strict (inverseDistance R f) hR h hfR hN
  unfold energy at hs
  linarith
```

## An exponential cut off without a wall

Take $Z>0$, $R>0$ and $f=e^{-Zr}$, the shape of the hydrogen-like ground state. Then $f'+Zf=0$, the square vanishes, and the identity leaves

$$\frac EN=-\frac{Z^2}{2}-\frac{Z R^2e^{-2ZR}}{2N}<-\frac{Z^2}{2}.$$

The bound fails because $f(R)\ne0$: the integrals stop at $R$ and leave out the cost of bringing the function down to zero. In a one-electron calculation on a finite radial grid that computes the kinetic energy from $f'^2$ and does not force $f$ to vanish at the last point, an energy slightly below $-Z^2/2$ can therefore come from the cutoff alone, even if every integral is accurate.

```lean
/-- The wall condition matters: for `Z > 0` the exponential `exp (-Z r)`, cut off at a finite radius
`R > 0`, has an energy integral below `-Z²/2` times its squared norm. -/
theorem exponential_below_bound {Z : ℝ} (hZ : 0 < Z) (hR : 0 < R) :
    energy Z R (fun r => Real.exp (-(Z * r))) (fun r => -Z * Real.exp (-(Z * r))) <
      -Z ^ 2 / 2 * radialNorm R (fun r => Real.exp (-(Z * r))) := by
  have hC : IsC1Radial R (fun r => Real.exp (-(Z * r)))
      (fun r => -Z * Real.exp (-(Z * r))) := by
    refine ⟨fun r _ => ?_, by fun_prop⟩
    have he := ((hasDerivAt_id' r).const_mul Z).fun_neg.exp
    exact (he.congr_deriv (by ring)).hasDerivWithinAt
  have hpos : 0 < Z / 2 * (R ^ 2 * Real.exp (-(Z * R)) ^ 2) := by positivity
  rw [energy_identity Z hR.le hC]
  simp only [neg_mul, neg_add_cancel, ne_eq, OfNat.ofNat_ne_zero, not_false_eq_true, zero_pow,
    mul_zero, intervalIntegral.integral_zero]
  linarith
```

## Approaching $-Z^2/2$ in large balls

Let $Z>0$ and $R>0$ again. To meet the wall condition, multiply the exponential by a linear factor:

$$f(r)=e^{-Zr}\left(1-\frac rR\right).$$

```lean
/-- The trial function `exp (-Z r) (1 - r/R)`, for `R ≠ 0`. -/
def trial (Z R : ℝ) : ℝ → ℝ := fun r => Real.exp (-(Z * r)) * (1 - r / R)
```

Its derivative is

$$f'(r)=-Zf(r)-\frac{e^{-Zr}}{R}.$$

```lean
/-- The radial derivative of the trial function, for `R ≠ 0`. -/
def trialDeriv (Z R : ℝ) : ℝ → ℝ :=
  fun r => -Z * trial Z R r - Real.exp (-(Z * r)) / R
```

Hence $f'+Zf=-e^{-Zr}/R$. From $1+Zr\le e^{Zr}$ it follows that $re^{-Zr}\le1/Z$, so the integrand of the square is at most $1/(ZR)^2$ and

$$\int_0^R r^2(f'+Zf)^2\,dr\le\frac{1}{Z^2R}.$$

The norm stays away from zero. For $R\ge2$ and $r\le1$ we have $f(r)\ge e^{-Z}/2$, so

$$N\ge\frac{e^{-2Z}}{4}\int_0^1r^2\,dr=\frac{e^{-2Z}}{12}.$$

Given $\varepsilon>0$, choose $R\ge2$ with $R\,\varepsilon Z^2e^{-2Z}>6$. Then

$$\frac{1}{2Z^2R}<\frac{\varepsilon e^{-2Z}}{12}\le\varepsilon N ,$$

and the identity gives $E<(-Z^2/2+\varepsilon)N$. Dividing by $N>0$ shows that the normalised energy lies below $-Z^2/2+\varepsilon$. No larger constant can thus serve as a lower bound for all radii at once, although the radius needed depends on $\varepsilon$. In the proof, `hup` bounds the square, `hlow` bounds the norm, and `hsmall` records the choice of $R$.

```lean
/-- The constant is optimal: for `Z > 0` and any `ε > 0`, in some ball a nonzero s-wave that
vanishes at the wall has an energy integral below `-Z²/2 + ε` times its squared norm. -/
theorem coulomb_stability_sharp {Z ε : ℝ} (hZ : 0 < Z) (hε : 0 < ε) :
    ∃ R > 0, ∃ f f' : ℝ → ℝ, IsC1Radial R f f' ∧ f R = 0 ∧ 0 < radialNorm R f ∧
      energy Z R f f' < (-Z ^ 2 / 2 + ε) * radialNorm R f := by
  have hc : 0 < ε * Z ^ 2 * Real.exp (-Z) ^ 2 := by positivity
  obtain ⟨R, hR2, hRε⟩ : ∃ R : ℝ, 2 ≤ R ∧ 6 < R * (ε * Z ^ 2 * Real.exp (-Z) ^ 2) := by
    refine ⟨2 + 6 / (ε * Z ^ 2 * Real.exp (-Z) ^ 2), ?_, ?_⟩
    · have := div_pos (by norm_num : (0 : ℝ) < 6) hc
      linarith
    · rw [add_mul, div_mul_cancel₀ _ hc.ne']
      linarith
  have hR : 0 < R := by linarith
  have ht : Continuous (trial Z R) := by
    unfold trial
    fun_prop
  have ht' : Continuous (trialDeriv Z R) := by
    unfold trialDeriv
    fun_prop
  have hC : IsC1Radial R (trial Z R) (trialDeriv Z R) := by
    refine ⟨fun r _ => ?_, ht'.continuousOn⟩
    have he := ((hasDerivAt_id' r).const_mul Z).fun_neg.exp
    have hl := ((hasDerivAt_id' r).div_const R).const_sub 1
    exact ((he.fun_mul hl).congr_deriv (by unfold trialDeriv trial; ring)).hasDerivWithinAt
  have hfR : trial Z R R = 0 := by simp [trial, hR.ne']
  -- the integral of the square is at most `1 / (Z² R)`
  have hup : ∫ r in (0 : ℝ)..R, r ^ 2 * (trialDeriv Z R r + Z * trial Z R r) ^ 2 ≤
      1 / (Z ^ 2 * R) := by
    have hpt : ∀ r ∈ Icc 0 R,
        r ^ 2 * (trialDeriv Z R r + Z * trial Z R r) ^ 2 ≤ (1 / Z / R) ^ 2 := by
      intro r hr
      have hr0 : 0 ≤ r := hr.1
      have hE := Real.exp_pos (-(Z * r))
      have h2 : Real.exp (-(Z * r)) * Real.exp (Z * r) = 1 := by
        rw [← Real.exp_add, neg_add_cancel, Real.exp_zero]
      have hb : r * Real.exp (-(Z * r)) ≤ 1 / Z := by
        rw [le_div_iff₀ hZ]
        linarith [mul_le_mul_of_nonneg_left (Real.add_one_le_exp (Z * r)) hE.le]
      calc r ^ 2 * (trialDeriv Z R r + Z * trial Z R r) ^ 2
          = (r * Real.exp (-(Z * r)) / R) ^ 2 := by unfold trialDeriv; ring
        _ ≤ (1 / Z / R) ^ 2 := by gcongr
    calc _ ≤ ∫ _r in (0 : ℝ)..R, (1 / Z / R) ^ 2 :=
          integral_mono_on hR.le (Continuous.intervalIntegrable (by fun_prop) _ _)
            (by simp) hpt
      _ = 1 / (Z ^ 2 * R) := by
          rw [intervalIntegral.integral_const, smul_eq_mul, sub_zero]
          field_simp
  -- the norm stays bounded below, by the contribution of the unit ball
  have hlow : Real.exp (-Z) ^ 2 / 12 ≤ radialNorm R (trial Z R) := by
    have hg : Continuous fun r => r ^ 2 * trial Z R r ^ 2 := by fun_prop
    have hsplit := integral_add_adjacent_intervals (μ := MeasureTheory.volume)
      (hg.intervalIntegrable 0 1) (hg.intervalIntegrable 1 R)
    have htail : 0 ≤ ∫ r in (1 : ℝ)..R, r ^ 2 * trial Z R r ^ 2 :=
      integral_nonneg (by linarith) fun r _ => by positivity
    have hpt : ∀ r ∈ Icc (0 : ℝ) 1,
        r ^ 2 * (Real.exp (-Z) / 2) ^ 2 ≤ r ^ 2 * trial Z R r ^ 2 := by
      intro r hr
      have ha : Real.exp (-Z) ≤ Real.exp (-(Z * r)) :=
        Real.exp_le_exp.mpr (by nlinarith [hr.2])
      have hb : r / R ≤ 1 / 2 := by
        rw [div_le_iff₀ hR]
        linarith [hr.2]
      have h1 : Real.exp (-Z) / 2 ≤ trial Z R r := by
        calc Real.exp (-Z) / 2 = Real.exp (-Z) * (1 / 2) := by ring
          _ ≤ Real.exp (-(Z * r)) * (1 - r / R) :=
            mul_le_mul ha (by linarith) (by norm_num) (Real.exp_pos _).le
      gcongr
    have hhead := integral_mono_on (μ := MeasureTheory.volume) zero_le_one
      (Continuous.intervalIntegrable (by fun_prop) _ _) (hg.intervalIntegrable 0 1) hpt
    have hval : ∫ r in (0 : ℝ)..1, r ^ 2 * (Real.exp (-Z) / 2) ^ 2 =
        Real.exp (-Z) ^ 2 / 12 := by
      rw [intervalIntegral.integral_mul_const, integral_pow]
      push_cast
      ring
    unfold radialNorm
    linarith
  have hsmall : 1 / (Z ^ 2 * R) < ε * Real.exp (-Z) ^ 2 / 6 := by
    rw [div_lt_iff₀ (by positivity)]
    linarith
  refine ⟨R, hR, trial Z R, trialDeriv Z R, hC, hfR, lt_of_lt_of_le (by positivity) hlow, ?_⟩
  rw [energy_identity Z hR.le hC, hfR]
  linarith [mul_le_mul_of_nonneg_left hlow hε.le]

end

end CoulombStabilitySWave
```

```lean
#print axioms CoulombStabilitySWave.coulomb_stability_strict
-- 'CoulombStabilitySWave.coulomb_stability_strict' depends on axioms: [propext, Classical.choice, Quot.sound]
#print axioms CoulombStabilitySWave.inverseDistance_sq_lt
-- 'CoulombStabilitySWave.inverseDistance_sq_lt' depends on axioms: [propext, Classical.choice, Quot.sound]
#print axioms CoulombStabilitySWave.exponential_below_bound
-- 'CoulombStabilitySWave.exponential_below_bound' depends on axioms: [propext, Classical.choice, Quot.sound]
#print axioms CoulombStabilitySWave.coulomb_stability_sharp
-- 'CoulombStabilitySWave.coulomb_stability_sharp' depends on axioms: [propext, Classical.choice, Quot.sound]
```
